# Simultaneous heat-bath updates of symmetrically coupled Ising spins in zero external field have product-of-cosh stationary weights

Here "simultaneous" means that every new spin is drawn independently, in the local field of the old configuration. The probability of a whole update is then a product over sites, and no new spin sees another new spin. For a finite Ising model with symmetric pair couplings and no external field, the stationary distribution of this update has a closed form, and already for two coupled spins at finite temperature it is not the Boltzmann distribution. Parallel codes that redraw one sublattice at a time, with no couplings inside a sublattice, use a different update, which does preserve the Boltzmann distribution.

## Spins redrawn in the old field

Let \(s_i=\pm1\) be the spin at site \(i\). With couplings \(J_{ij}\), inverse temperature \(\beta\) and \(N\) sites, the local field and the energy are

\[
h_i(s)=\sum_j J_{ij}s_j,\qquad E(s)=-\tfrac12\sum_{i,j}J_{ij}s_is_j .
\]

The update from \(s\) to \(t\) has probability

\[
P(s,t)=\prod_i\frac{e^{\beta h_i(s)t_i}}{2\cosh(\beta h_i(s))}.
\]

In a calculation, one computes all fields from the stored array \(s\), draws a uniform random number \(u_i\in[0,1)\) for each site, sets \(t_i=+1\) if \(u_i<1/(1+e^{-2\beta h_i(s)})\) and \(t_i=-1\) otherwise, and replaces \(s\) by \(t\) only when all sites are done.

## What is stationary, in words and in Lean

Define \(W(s)=\prod_i\cosh(\beta h_i(s))\). For symmetric \(J\), the theorems say:

- `detailed_balance`: \(W(s)P(s,t)=W(t)P(t,s)\) for all \(s,t\).
- `stationary_iff`: a real function \(\mu\) on configurations is unchanged by the update exactly when \(\mu=cW\) for some real \(c\). The stationary probability distribution is therefore \(W/\sum_s W(s)\).
- `two_spin_parallel`, `two_spin_boltzmann` and `boltzmann_not_stationary`: for two spins with coupling \(K\), every stationary weight has zero correlation, the Boltzmann correlation is \(\tanh(\beta K)\), and the Boltzmann weight is not stationary if \(\beta\) and \(K\) are nonzero.

A configuration is a map `ι → Bool` on a finite set of sites, and `spin` turns its values into \(\pm1\). The functions `localField`, `parallelStep`, `parallelWeight` and `energy` are \(h_i\), \(P\), \(W\) and \(E\). `IsStationary` requires neither positivity nor normalisation of \(\mu\), and `moment` is the unnormalised sum \(\sum_s\mu(s)s_is_j\).

The hypothesis `J.IsSymm` says that two sites act on each other with equal strength, as they do when the fields come from a pair energy. The general theorems allow any real \(\beta\) and a nonzero diagonal, in which case a site also feels its own old spin. The matrix `pair K` has zero diagonal. The theorems concern stationary weights, and say nothing about how fast a simulation approaches them.

## Cancelling the cosh factors

For one site the two probabilities add up to \((e^{\beta h}+e^{-\beta h})/(2\cosh\beta h)=1\). The sum over all \(t\) factorises over sites, so \(\sum_tP(s,t)=1\).

Multiplying \(P\) by \(W\) removes every denominator except the factors of two:

\[
W(s)P(s,t)=\prod_i\frac{e^{\beta h_i(s)t_i}}2
=2^{-N}\exp\Bigl(\beta\sum_{i,j}J_{ij}t_is_j\Bigr).
\]

Exchanging \(s\) and \(t\) and renaming the indices replaces \(J_{ij}\) by \(J_{ji}\). For symmetric \(J\) nothing changes, which is detailed balance.

If \(\mu=cW\), then

\[
\sum_s\mu(s)P(s,t)=cW(t)\sum_sP(t,s)=\mu(t),
\]

so \(\mu\) is stationary. Conversely, let \(\mu\) be stationary, put \(r=\mu/W\), and let \(m\) be a configuration where \(r\) is largest. Then

\[
r(m)=\frac1{W(m)}\sum_s r(s)W(s)P(s,m)=\sum_sP(m,s)r(s),
\]

and hence \(\sum_sP(m,s)\,(r(m)-r(s))=0\). No term is negative and every \(P(m,s)\) is positive, so \(r(s)=r(m)\) for all \(s\).

## Two spins, with numbers

Label the spins 0 and 1. Their fields are \(h_0=Ks_1\) and \(h_1=Ks_0\), so \(W=\cosh^2(\beta K)\) for all four configurations. Aligned and opposed pairs cancel in the correlation. The energy is \(-Ks_0s_1\), so the Boltzmann correlation is

\[
\frac{2e^{\beta K}-2e^{-\beta K}}{2e^{\beta K}+2e^{-\beta K}}=\tanh(\beta K).
\]

Were the Boltzmann weight stationary, this would vanish, which forces \(\beta K=0\).

Take \(\beta K=\ln2\). The Boltzmann probabilities are \(0.4\) for each aligned configuration and \(0.1\) for each opposed one, with correlation \(0.6\). In a parallel update each spin adopts the old value of its partner with probability \(4/5\). Starting from the Boltzmann distribution, the probability of \((+,+)\) after one update is

\[
0.4\cdot\tfrac{16}{25}+2\cdot0.1\cdot\tfrac4{25}+0.4\cdot\tfrac1{25}=0.304,
\]

no longer \(0.4\). The stationary value is \(0.25\).

## The Lean file

```lean
import Mathlib

open Finset

namespace ParallelHeatBath

noncomputable section

variable {ι : Type*} [Fintype ι]

/-- The value `+1` or `-1` of an Ising spin. -/
def spin (b : Bool) : ℝ := if b then 1 else -1

/-- The local field `∑ j, J i j * s j` acting on site `i` in the configuration `s`. -/
def localField (J : Matrix ι ι ℝ) (s : ι → Bool) (i : ι) : ℝ :=
  ∑ j, J i j * spin (s j)

/-- The heat-bath probability that a spin in the field `h` takes the value `b`. -/
def heatBath (β h : ℝ) (b : Bool) : ℝ :=
  Real.exp (β * h * spin b) / (2 * Real.cosh (β * h))

/-- The probability of going from `s` to `t` when every spin is redrawn at once, each in the
local field of the old configuration `s`. -/
def parallelStep (β : ℝ) (J : Matrix ι ι ℝ) (s t : ι → Bool) : ℝ :=
  ∏ i, heatBath β (localField J s i) (t i)

/-- The product over all sites of the hyperbolic cosine of `β` times the local field. -/
def parallelWeight (β : ℝ) (J : Matrix ι ι ℝ) (s : ι → Bool) : ℝ :=
  ∏ i, Real.cosh (β * localField J s i)

/-- The Ising energy, with the factor one half for the double sum over sites. -/
def energy (J : Matrix ι ι ℝ) (s : ι → Bool) : ℝ :=
  -(1 / 2) * ∑ i, ∑ j, J i j * spin (s i) * spin (s j)

/-- The unnormalised Boltzmann weight of a configuration. -/
def boltzmann (β : ℝ) (J : Matrix ι ι ℝ) (s : ι → Bool) : ℝ :=
  Real.exp (-β * energy J s)

/-- A weight on configurations is stationary if one parallel update leaves it unchanged. -/
def IsStationary [DecidableEq ι] (β : ℝ) (J : Matrix ι ι ℝ) (μ : (ι → Bool) → ℝ) : Prop :=
  ∀ t, ∑ s, μ s * parallelStep β J s t = μ t

/-- The sum over configurations of the weight times the product of the spins at `i` and `j`. -/
def moment [DecidableEq ι] (μ : (ι → Bool) → ℝ) (i j : ι) : ℝ :=
  ∑ s, μ s * (spin (s i) * spin (s j))

/-- The coupling matrix of two spins with coupling `K` and no self-coupling. -/
def pair (K : ℝ) : Matrix (Fin 2) (Fin 2) ℝ := !![0, K; K, 0]

/-- The probabilities of all outcomes of a parallel update add up to one. -/
theorem parallelStep_sum [DecidableEq ι] (β : ℝ) (J : Matrix ι ι ℝ) (s : ι → Bool) :
    ∑ t, parallelStep β J s t = 1 := by
  -- a single site is normalised
  have h1 : ∀ h : ℝ, ∑ b, heatBath β h b = 1 := by
    intro h
    have e : Real.exp (β * h * spin true) + Real.exp (β * h * spin false)
        = 2 * Real.cosh (β * h) := by
      have ht : spin true = 1 := by simp [spin]
      have hf : spin false = -1 := by simp [spin]
      rw [ht, hf, Real.cosh_eq, mul_one, mul_neg_one]
      ring
    rw [Fintype.sum_bool, heatBath, heatBath, ← add_div, e,
      div_self (mul_pos two_pos (Real.cosh_pos _)).ne']
  -- the sum over configurations factorises over sites
  have h2 : ∏ i, ∑ b, heatBath β (localField J s i) b
      = ∑ t : ι → Bool, ∏ i, heatBath β (localField J s i) (t i) := by
    rw [Finset.prod_univ_sum, Fintype.piFinset_univ]
  unfold parallelStep
  rw [← h2]
  simp only [h1, Finset.prod_const_one]

/-- The flow from `s` to `t` is the exponential of a bilinear coupling between the old and the
new configuration, divided by the number of configurations. -/
theorem parallel_flow (β : ℝ) (J : Matrix ι ι ℝ) (s t : ι → Bool) :
    parallelWeight β J s * parallelStep β J s t
      = Real.exp (β * ∑ i, ∑ j, J i j * spin (t i) * spin (s j)) / 2 ^ Fintype.card ι := by
  -- the hyperbolic cosines cancel site by site
  have h : ∀ i, Real.cosh (β * localField J s i) * heatBath β (localField J s i) (t i)
      = Real.exp (β * localField J s i * spin (t i)) / 2 := by
    intro i
    have hc := (Real.cosh_pos (β * localField J s i)).ne'
    unfold heatBath
    field_simp
  have hsum : ∑ i, β * localField J s i * spin (t i)
      = β * ∑ i, ∑ j, J i j * spin (t i) * spin (s j) := by
    rw [Finset.mul_sum]
    refine Finset.sum_congr rfl fun i _ => ?_
    rw [localField, mul_assoc, Finset.sum_mul]
    congr 1
    exact Finset.sum_congr rfl fun j _ => by ring
  rw [parallelWeight, parallelStep, ← Finset.prod_mul_distrib,
    Finset.prod_congr rfl fun i _ => h i, Finset.prod_div_distrib, ← Real.exp_sum, hsum,
    Finset.prod_const, Finset.card_univ]

/-- For symmetric couplings, the parallel heat-bath update obeys detailed balance with respect
to the product of hyperbolic cosines. -/
theorem detailed_balance (β : ℝ) {J : Matrix ι ι ℝ} (hJ : J.IsSymm) (s t : ι → Bool) :
    parallelWeight β J s * parallelStep β J s t
      = parallelWeight β J t * parallelStep β J t s := by
  have h : ∑ i, ∑ j, J i j * spin (t i) * spin (s j)
      = ∑ i, ∑ j, J i j * spin (s i) * spin (t j) := by
    rw [Finset.sum_comm]
    refine Finset.sum_congr rfl fun a _ => Finset.sum_congr rfl fun b _ => ?_
    rw [hJ.apply a b]
    ring
  rw [parallel_flow, parallel_flow, h]

/-- For symmetric couplings, the stationary weights of the parallel update are exactly the
multiples of the product of hyperbolic cosines. -/
theorem stationary_iff [DecidableEq ι] (β : ℝ) {J : Matrix ι ι ℝ} (hJ : J.IsSymm)
    (μ : (ι → Bool) → ℝ) :
    IsStationary β J μ ↔ ∃ c : ℝ, ∀ s, μ s = c * parallelWeight β J s := by
  constructor
  · intro hμ
    have hw : ∀ s, 0 < parallelWeight β J s :=
      fun s => Finset.prod_pos fun i _ => Real.cosh_pos _
    have hP : ∀ s t, 0 < parallelStep β J s t := fun s t =>
      Finset.prod_pos fun i _ =>
        div_pos (Real.exp_pos _) (mul_pos two_pos (Real.cosh_pos _))
    -- look at the configuration where the ratio of the two weights is largest
    obtain ⟨m, hm⟩ := Finite.exists_max (fun s => μ s / parallelWeight β J s)
    have harm : ∑ s, parallelStep β J m s * (μ s / parallelWeight β J s)
        = μ m / parallelWeight β J m := by
      rw [eq_div_iff (hw m).ne', Finset.sum_mul, ← hμ m]
      refine Finset.sum_congr rfl fun s _ => ?_
      have hb := detailed_balance β hJ s m
      have hq : μ s / parallelWeight β J s * parallelWeight β J s = μ s :=
        div_mul_cancel₀ _ (hw s).ne'
      linear_combination (-(μ s / parallelWeight β J s)) * hb + parallelStep β J s m * hq
    -- an average equal to the maximum forces the ratio to be constant
    have hz : ∑ s, parallelStep β J m s *
        (μ m / parallelWeight β J m - μ s / parallelWeight β J s) = 0 := by
      simp only [mul_sub, Finset.sum_sub_distrib]
      rw [← Finset.sum_mul, harm, parallelStep_sum, one_mul, sub_self]
    rw [Finset.sum_eq_zero_iff_of_nonneg
      (fun s _ => mul_nonneg (hP m s).le (sub_nonneg.2 (hm s)))] at hz
    refine ⟨μ m / parallelWeight β J m, fun s => ?_⟩
    have h0 := (mul_eq_zero.1 (hz s (Finset.mem_univ s))).resolve_left (hP m s).ne'
    rw [sub_eq_zero.1 h0, div_mul_cancel₀ _ (hw s).ne']
  · rintro ⟨c, hc⟩ t
    calc ∑ s, μ s * parallelStep β J s t
        = ∑ s, c * parallelWeight β J t * parallelStep β J t s := by
          refine Finset.sum_congr rfl fun s _ => ?_
          rw [hc s, mul_assoc, detailed_balance β hJ s t, ← mul_assoc]
      _ = μ t := by rw [← Finset.mul_sum, parallelStep_sum, mul_one, hc t]

/-- A sum over the configurations of two spins has four terms. -/
theorem sum_two_spins (f : (Fin 2 → Bool) → ℝ) :
    ∑ s, f s = f ![true, true] + f ![true, false] + f ![false, true] + f ![false, false] := by
  rw [← (finTwoArrowEquiv Bool).symm.sum_comp f, Fintype.sum_prod_type]
  simp only [Fintype.sum_bool]
  exact (add_assoc _ _ _).symm

/-- For two spins, the correlation sum is the weight of the aligned configurations minus that
of the opposed ones. -/
theorem moment_two_spins (μ : (Fin 2 → Bool) → ℝ) :
    moment μ 0 1
      = μ ![true, true] - μ ![true, false] - μ ![false, true] + μ ![false, false] := by
  rw [moment, sum_two_spins]
  simp [spin]
  ring

/-- For two spins with coupling `K`, the sum of the weight times the product of the two spins is
zero for every stationary weight of the parallel update. -/
theorem two_spin_parallel (β K : ℝ) {μ : (Fin 2 → Bool) → ℝ}
    (hμ : IsStationary β (pair K) μ) : moment μ 0 1 = 0 := by
  have hJ : (pair K).IsSymm := by
    ext i j
    fin_cases i <;> fin_cases j <;> simp [pair]
  -- the stationary weight is the same for all four configurations
  have hw : ∀ s, parallelWeight β (pair K) s = Real.cosh (β * K) ^ 2 := by
    intro s
    rw [parallelWeight, Fin.prod_univ_two]
    cases h0 : s 0 <;> cases h1 : s 1 <;>
      simp [localField, pair, spin, h0, h1, Fin.sum_univ_two, Real.cosh_neg, sq]
  obtain ⟨c, hc⟩ := (stationary_iff β hJ μ).1 hμ
  rw [moment_two_spins]
  simp only [hc, hw]
  ring

/-- In the Boltzmann distribution, two spins with coupling `K` have the correlation
`tanh (β * K)`. -/
theorem two_spin_boltzmann (β K : ℝ) :
    moment (boltzmann β (pair K)) 0 1 / ∑ s, boltzmann β (pair K) s = Real.tanh (β * K) := by
  have hb : ∀ s, boltzmann β (pair K) s
      = Real.exp (β * K * (spin (s 0) * spin (s 1))) := by
    intro s
    rw [boltzmann, energy]
    congr 1
    simp only [Fin.sum_univ_two, pair, Matrix.of_apply, Matrix.cons_val', Matrix.cons_val_zero,
      Matrix.cons_val_one, Matrix.cons_val_fin_one]
    ring
  have h1 : boltzmann β (pair K) ![true, true] = Real.exp (β * K) := by
    rw [hb]; simp [spin]
  have h2 : boltzmann β (pair K) ![true, false] = Real.exp (-(β * K)) := by
    rw [hb]; simp [spin]
  have h3 : boltzmann β (pair K) ![false, true] = Real.exp (-(β * K)) := by
    rw [hb]; simp [spin]
  have h4 : boltzmann β (pair K) ![false, false] = Real.exp (β * K) := by
    rw [hb]; simp [spin]
  rw [moment_two_spins, sum_two_spins, h1, h2, h3, h4, Real.tanh_eq_sinh_div_cosh,
    Real.sinh_eq, Real.cosh_eq, div_eq_div_iff (by positivity) (by positivity)]
  ring

/-- For two spins with nonzero coupling and nonzero `β`, the Boltzmann weight is not stationary
under the parallel update. -/
theorem boltzmann_not_stationary {β K : ℝ} (hβ : β ≠ 0) (hK : K ≠ 0) :
    ¬ IsStationary β (pair K) (boltzmann β (pair K)) := by
  intro h
  have ht := two_spin_boltzmann β K
  rw [two_spin_parallel β K h, zero_div, Real.tanh_eq_sinh_div_cosh] at ht
  have hs := (div_eq_zero_iff.1 ht.symm).resolve_right (Real.cosh_pos _).ne'
  exact mul_ne_zero hβ hK (Real.sinh_eq_zero.1 hs)

end

end ParallelHeatBath
```

```lean
#print axioms ParallelHeatBath.stationary_iff
#print axioms ParallelHeatBath.boltzmann_not_stationary
```

```
'ParallelHeatBath.stationary_iff' depends on axioms: [propext, Classical.choice, Quot.sound]
'ParallelHeatBath.boltzmann_not_stationary' depends on axioms: [propext, Classical.choice, Quot.sound]
```

## From site factors to the maximum argument

`parallelStep_sum` proves the single-site normalisation as `h1` and exchanges product and sum with `Finset.prod_univ_sum`. In `parallel_flow`, `field_simp` cancels the cosh at each site, and `Real.exp_sum` collects the exponentials. `detailed_balance` swaps the two sums with `Finset.sum_comm` and uses the symmetry through `hJ.apply`.

In `stationary_iff`, `Finite.exists_max` supplies \(m\). The step `harm` is the averaging identity for \(r\), where `linear_combination` combines detailed balance with \(r(s)W(s)=\mu(s)\). The step `hz` is the vanishing sum, and `Finset.sum_eq_zero_iff_of_nonneg` makes each term zero. The `calc` block is the converse.

`sum_two_spins` lists the four configurations, and `moment_two_spins` attaches their signs. `two_spin_parallel` finds the constant \(W\) by cases and applies `stationary_iff`. `two_spin_boltzmann` evaluates the four exponentials and compares their ratio with \(\sinh/\cosh\). Finally, `boltzmann_not_stationary` combines the two correlations: \(\tanh(\beta K)=0\) gives \(\sinh(\beta K)=0\), hence \(\beta K=0\), against the hypotheses.
